# Orthonormal LOBPCG directions from a factorised block of a unitary matrix

Let S = [X, R] have orthonormal columns, and let Z = [Z1, Z2] be a square unitary matrix whose rows belonging to X form the blocks A and B. If B = LQ with QQᴴ = 1, then the new block Y and the direction block P, defined by

Y = S Z1,  P = S Z2 Qᴴ,

satisfy

YᴴY = 1,  PᴴP = 1,  YᴴP = 0,  X = Y Aᴴ + P Lᴴ.

Here ᴴ is the conjugate transpose, which for real matrices is the ordinary transpose. In LOBPCG, the locally optimal block preconditioned conjugate gradient method, X holds the current approximate eigenvectors and R the additional search vectors. In electronic structure the columns of X can hold the coefficients of approximate orbitals, for a fixed Hamiltonian matrix in a finite orthonormal basis. In a non-orthogonal basis the overlap matrix would enter the orthonormality relations and the eigenproblem, a case not treated here. The result concerns the algebra of one update, without rounding errors, and not convergence.

## The search basis and the two new blocks

```lean
import Mathlib

open Matrix

namespace LOBPCGDirections

noncomputable section

variable {n m r q : Type*} [Fintype n] [Fintype m] [Fintype r] [Fintype q]
  [DecidableEq m] [DecidableEq r] [DecidableEq q]
```

The letters `n`, `m`, `r` and `q` are finite index sets, not numbers. They label the basis functions, the columns of X, the columns of R and the columns of P.

```lean
/-- The new block of orbitals `Y = S Z1`, where `S = [X, R]` is the search basis and `Z1` is the
first block column of the coefficient matrix `Z`. -/
def newBlock (X : Matrix n m ℂ) (R : Matrix n r ℂ) (Z : Matrix (m ⊕ r) (m ⊕ r) ℂ) :
    Matrix n m ℂ :=
  fromCols X R * Z.toCols₁
```

`Matrix n m ℂ` is a complex matrix with rows labelled by `n` and columns by `m`. `fromCols X R` is S. The index set `m ⊕ r` is a disjoint union, so each coefficient in Z belongs either to X or to R. `Z.toCols₁` is Z1, and `newBlock X R Z` is Y.

```lean
/-- The block of search directions `P = S Z2 Qᴴ`, where `S = [X, R]` and `Z2` is the second block
column of the coefficient matrix `Z`. -/
def direction (X : Matrix n m ℂ) (R : Matrix n r ℂ) (Z : Matrix (m ⊕ r) (m ⊕ r) ℂ)
    (Q : Matrix q r ℂ) : Matrix n q ℂ :=
  fromCols X R * Z.toCols₂ * Qᴴ
```

`Z.toCols₂` is Z2, and `direction X R Z Q` is P. R may contain preconditioned residuals together with earlier directions, provided that S as a whole has been orthonormalised where a theorem requires it.

## Overlaps and the recovery of X

```lean
/-- A matrix `S` with orthonormal columns preserves overlaps: `(S U)ᴴ (S V) = Uᴴ V`. -/
theorem overlap_preserved {a b c d : Type*} [Fintype a] [Fintype b] [DecidableEq b]
    {S : Matrix a b ℂ} (hS : Sᴴ * S = 1) (U : Matrix b c ℂ) (V : Matrix b d ℂ) :
    (S * U)ᴴ * (S * V) = Uᴴ * V := by
  rw [conjTranspose_mul, Matrix.mul_assoc, ← Matrix.mul_assoc Sᴴ, hS, Matrix.one_mul]
```

If SᴴS = 1, overlaps can be computed from the coefficients alone:

(SU)ᴴ(SV) = Uᴴ(SᴴS)V = UᴴV.

The proof regroups the product and replaces SᴴS by 1.

```lean
/-- The two block columns of a unitary coefficient matrix are orthonormal and orthogonal to each
other. -/
theorem unitary_columns {Z : Matrix (m ⊕ r) (m ⊕ r) ℂ} (hZ : Z ∈ unitaryGroup (m ⊕ r) ℂ) :
    Z.toCols₁ᴴ * Z.toCols₁ = 1 ∧ Z.toCols₂ᴴ * Z.toCols₂ = 1 ∧
      Z.toCols₁ᴴ * Z.toCols₂ = 0 ∧ Z.toCols₂ᴴ * Z.toCols₁ = 0 := by
  have h := mem_unitaryGroup_iff'.mp hZ
  -- each relation is one block of `Zᴴ Z = 1`
  refine ⟨?_, ?_, ?_, ?_⟩
  · ext i j
    have e := congrFun (congrFun h (Sum.inl i)) (Sum.inl j)
    simpa [Matrix.mul_apply, Matrix.one_apply, toCols₁] using e
  · ext i j
    have e := congrFun (congrFun h (Sum.inr i)) (Sum.inr j)
    simpa [Matrix.mul_apply, Matrix.one_apply, toCols₂] using e
  · ext i j
    have e := congrFun (congrFun h (Sum.inl i)) (Sum.inr j)
    simpa [Matrix.mul_apply, Matrix.one_apply, toCols₁, toCols₂] using e
  · ext i j
    have e := congrFun (congrFun h (Sum.inr i)) (Sum.inl j)
    simpa [Matrix.mul_apply, Matrix.one_apply, toCols₁, toCols₂] using e
```

Written in blocks, ZᴴZ = 1 says

Z1ᴴZ1 = 1,  Z2ᴴZ2 = 1,  Z1ᴴZ2 = 0,  Z2ᴴZ1 = 0.

Lean reads these off entry by entry. `Sum.inl` selects an index belonging to X, and `Sum.inr` one belonging to R.

```lean
omit [Fintype n] [DecidableEq q] in
/-- For unitary `Z` with upper blocks `A` and `B = L Q`, the old orbitals are recovered from the
new orbitals and the directions: `X = Y Aᴴ + P Lᴴ`. -/
theorem old_block_decomposition (X : Matrix n m ℂ) (R : Matrix n r ℂ)
    {Z : Matrix (m ⊕ r) (m ⊕ r) ℂ} {L : Matrix m q ℂ} {Q : Matrix q r ℂ}
    (hZ : Z ∈ unitaryGroup (m ⊕ r) ℂ) (hB : Z.toBlocks₁₂ = L * Q) :
    X = newBlock X R Z * Z.toBlocks₁₁ᴴ + direction X R Z Q * Lᴴ := by
  have h := mem_unitaryGroup_iff.mp hZ
  -- the first block column of `Z Zᴴ = 1`
  have hcol : Z.toCols₁ * Z.toBlocks₁₁ᴴ + Z.toCols₂ * Z.toBlocks₁₂ᴴ
      = (1 : Matrix (m ⊕ r) (m ⊕ r) ℂ).toCols₁ := by
    ext i j
    have e := congrFun (congrFun h i) (Sum.inl j)
    simpa [Matrix.mul_apply, toCols₁, toCols₂, toBlocks₁₁, toBlocks₁₂] using e
  calc X = fromCols X R * (1 : Matrix (m ⊕ r) (m ⊕ r) ℂ).toCols₁ := by
        ext i j
        simp [Matrix.mul_apply, Matrix.one_apply, toCols₁]
    _ = fromCols X R * (Z.toCols₁ * Z.toBlocks₁₁ᴴ + Z.toCols₂ * Z.toBlocks₁₂ᴴ) := by rw [hcol]
    _ = newBlock X R Z * Z.toBlocks₁₁ᴴ + direction X R Z Q * Lᴴ := by
        rw [hB]
        simp only [newBlock, direction, conjTranspose_mul, Matrix.mul_add, Matrix.mul_assoc]
```

`Z.toBlocks₁₁` is A and `Z.toBlocks₁₂` is B. The decomposition uses the other unitarity relation, ZZᴴ = 1. Since the upper rows of Z are [A, B], the first block column of this relation is

Z1 Aᴴ + Z2 Bᴴ = E,

where E is the first block column of the identity. It selects X from S, so SE = X. Multiplying by S from the left and using Bᴴ = QᴴLᴴ gives

X = S Z1 Aᴴ + S Z2 QᴴLᴴ = Y Aᴴ + P Lᴴ.

In the proof, `hcol` is the equation for E, and the `calc` block carries out the multiplication. Neither SᴴS = 1 nor QQᴴ = 1 is needed here.

```lean
/-- Let `S = [X, R]` have orthonormal columns and let `Z` be unitary with upper blocks `A` and
`B = L Q`, where `Q Qᴴ = 1`. Then `Y` and `P` are orthonormal, `Yᴴ P = 0`, and
`X = Y Aᴴ + P Lᴴ`. -/
theorem orthonormal_directions {X : Matrix n m ℂ} {R : Matrix n r ℂ}
    {Z : Matrix (m ⊕ r) (m ⊕ r) ℂ} {L : Matrix m q ℂ} {Q : Matrix q r ℂ}
    (hS : (fromCols X R)ᴴ * fromCols X R = 1) (hZ : Z ∈ unitaryGroup (m ⊕ r) ℂ)
    (hB : Z.toBlocks₁₂ = L * Q) (hQ : Q * Qᴴ = 1) :
    (newBlock X R Z)ᴴ * newBlock X R Z = 1 ∧
      (direction X R Z Q)ᴴ * direction X R Z Q = 1 ∧
      (newBlock X R Z)ᴴ * direction X R Z Q = 0 ∧
      X = newBlock X R Z * Z.toBlocks₁₁ᴴ + direction X R Z Q * Lᴴ := by
  obtain ⟨h11, h22, h12, -⟩ := unitary_columns hZ
  refine ⟨?_, ?_, ?_, old_block_decomposition X R hZ hB⟩
  · rw [newBlock, overlap_preserved hS, h11]
  · rw [direction, Matrix.mul_assoc, overlap_preserved hS, overlap_preserved h22,
      conjTranspose_conjTranspose, hQ]
  · rw [newBlock, direction, Matrix.mul_assoc, overlap_preserved hS, ← Matrix.mul_assoc, h12,
      Matrix.zero_mul]
```

This is the result stated at the start. The hypotheses `hS`, `hZ`, `hB` and `hQ` say, in order, that S has orthonormal columns, Z is unitary, B = LQ, and Q has orthonormal rows. The factorisation is supplied as input, not constructed. By hand, the remaining three relations are

YᴴY = Z1ᴴZ1 = 1,

PᴴP = Q Z2ᴴZ2 Qᴴ = QQᴴ = 1,

YᴴP = Z1ᴴZ2 Qᴴ = 0.

For PᴴP, Lean applies `overlap_preserved` twice, first to remove S and then to remove Z2.

The condition QQᴴ = 1 does not imply QᴴQ = 1. When Q has fewer rows than columns, QᴴQ is only a projector, and P spans a smaller space than S Z2. The decomposition of X survives because it needs only the product LQ = B.

## What P retains of the old block

```lean
/-- Under the hypotheses of `orthonormal_directions`, removing from the old orbitals their
projection on the new ones leaves exactly `P Lᴴ`. -/
theorem projected_old_block {X : Matrix n m ℂ} {R : Matrix n r ℂ}
    {Z : Matrix (m ⊕ r) (m ⊕ r) ℂ} {L : Matrix m q ℂ} {Q : Matrix q r ℂ}
    (hS : (fromCols X R)ᴴ * fromCols X R = 1) (hZ : Z ∈ unitaryGroup (m ⊕ r) ℂ)
    (hB : Z.toBlocks₁₂ = L * Q) (hQ : Q * Qᴴ = 1) :
    X - newBlock X R Z * ((newBlock X R Z)ᴴ * X) = direction X R Z Q * Lᴴ := by
  obtain ⟨hY, -, hYP, hX⟩ := orthonormal_directions hS hZ hB hQ
  -- the overlap of new and old orbitals is `Aᴴ`
  have hYX : (newBlock X R Z)ᴴ * X = Z.toBlocks₁₁ᴴ :=
    calc (newBlock X R Z)ᴴ * X
        = (newBlock X R Z)ᴴ * (newBlock X R Z * Z.toBlocks₁₁ᴴ + direction X R Z Q * Lᴴ) :=
          congrArg (fun M => (newBlock X R Z)ᴴ * M) hX
      _ = Z.toBlocks₁₁ᴴ := by
          rw [Matrix.mul_add, ← Matrix.mul_assoc, ← Matrix.mul_assoc, hY, hYP,
            Matrix.one_mul, Matrix.zero_mul, add_zero]
  rw [hYX]
  exact sub_eq_of_eq_add' hX
```

Multiplying the decomposition by Yᴴ gives

YᴴX = YᴴY Aᴴ + YᴴP Lᴴ = Aᴴ.

Subtracting the projection of X on Y therefore leaves

X − Y(YᴴX) = P Lᴴ.

So P Lᴴ is the part of the old block orthogonal to the new one. The proof establishes the overlap as `hYX` and then rearranges the decomposition.

```lean
omit [Fintype n] in
/-- For unitary `Z` with upper right block `L Q`, where `L` has a left inverse `K`, the blocks
`[Y, P]` and `[Y, X]` span the same space. -/
theorem same_search_space (X : Matrix n m ℂ) (R : Matrix n r ℂ)
    {Z : Matrix (m ⊕ r) (m ⊕ r) ℂ} {L : Matrix m q ℂ} {Q : Matrix q r ℂ} {K : Matrix q m ℂ}
    (hZ : Z ∈ unitaryGroup (m ⊕ r) ℂ) (hB : Z.toBlocks₁₂ = L * Q) (hK : K * L = 1)
    (v : n → ℂ) :
    (∃ a b, v = newBlock X R Z *ᵥ a + direction X R Z Q *ᵥ b) ↔
      ∃ a b, v = newBlock X R Z *ᵥ a + X *ᵥ b := by
  have hX := old_block_decomposition X R hZ hB
  have hK' : Lᴴ * Kᴴ = 1 := by rw [← conjTranspose_mul, hK, conjTranspose_one]
  -- the decomposition of `X`, applied to a coefficient vector
  have hv : ∀ b : m → ℂ, X *ᵥ b = newBlock X R Z *ᵥ (Z.toBlocks₁₁ᴴ *ᵥ b)
      + direction X R Z Q *ᵥ (Lᴴ *ᵥ b) := by
    intro b
    have e := congrArg (fun M => M *ᵥ b) hX
    simpa only [Matrix.add_mulVec, ← Matrix.mulVec_mulVec] using e
  constructor
  · rintro ⟨a, b, rfl⟩
    refine ⟨a - Z.toBlocks₁₁ᴴ *ᵥ (Kᴴ *ᵥ b), Kᴴ *ᵥ b, ?_⟩
    have hb : Lᴴ *ᵥ (Kᴴ *ᵥ b) = b := by
      rw [Matrix.mulVec_mulVec, hK', Matrix.one_mulVec]
    rw [hv (Kᴴ *ᵥ b), hb, Matrix.mulVec_sub]
    abel
  · rintro ⟨a, b, rfl⟩
    refine ⟨a + Z.toBlocks₁₁ᴴ *ᵥ b, Lᴴ *ᵥ b, ?_⟩
    rw [hv b, Matrix.mulVec_add]
    abel
```

The symbol `*ᵥ` is the matrix–vector product, and the theorem says that a vector v is a combination of the columns of Y and P exactly when it is one of the columns of Y and X. One direction is immediate: for a coefficient vector b,

Xb = Y(Aᴴb) + P(Lᴴb).

For the other, the left inverse K of L satisfies KL = 1, hence LᴴKᴴ = 1. Multiplying the decomposition by Kᴴ from the right gives

P = X Kᴴ − Y AᴴKᴴ.

The two `refine` lines supply the corresponding coefficients. The left inverse means that L has independent columns, so P carries no directions beyond those needed for X. A rank-deficient B is still allowed if `q` is chosen to match its rank.

## Decoupling in the projected eigenproblem

```lean
omit [Fintype q] [DecidableEq q] in
/-- If `Z` is unitary and its first block column solves the projected eigenproblem
`(Sᴴ H S) Z1 = Z1 Θ`, then `Yᴴ H Y = Θ` and `Pᴴ H Y = 0`. -/
theorem ritz_decoupling (X : Matrix n m ℂ) (R : Matrix n r ℂ) (Q : Matrix q r ℂ)
    {Z : Matrix (m ⊕ r) (m ⊕ r) ℂ} {H : Matrix n n ℂ} {Θ : Matrix m m ℂ}
    (hZ : Z ∈ unitaryGroup (m ⊕ r) ℂ)
    (hR : (fromCols X R)ᴴ * (H * (fromCols X R * Z.toCols₁)) = Z.toCols₁ * Θ) :
    (newBlock X R Z)ᴴ * (H * newBlock X R Z) = Θ ∧
      (direction X R Z Q)ᴴ * (H * newBlock X R Z) = 0 := by
  obtain ⟨h11, -, -, h21⟩ := unitary_columns hZ
  constructor
  · rw [newBlock, conjTranspose_mul, Matrix.mul_assoc, hR, ← Matrix.mul_assoc, h11,
      Matrix.one_mul]
  · rw [newBlock, direction, conjTranspose_mul, conjTranspose_mul, Matrix.mul_assoc,
      Matrix.mul_assoc, hR, ← Matrix.mul_assoc Z.toCols₂ᴴ, h21, Matrix.zero_mul,
      Matrix.mul_zero]
```

H is the matrix whose eigenvectors are sought, and Θ collects the projected eigenvalue data. The hypothesis `hR` is the projected eigenproblem in the form that it takes when SᴴS = 1:

SᴴHS Z1 = Z1 Θ.

Multiplying this equation from the left by Z1ᴴ, and separately by Q Z2ᴴ, gives

YᴴHY = Z1ᴴZ1 Θ = Θ,

PᴴHY = Q Z2ᴴZ1 Θ = 0.

The proof makes these two substitutions using the column relations of Z. H need not be Hermitian and Θ need not be diagonal. When H is Hermitian and S has orthonormal columns, a Rayleigh–Ritz step takes the columns of Z1 to be orthonormal eigenvectors of SᴴHS, and Θ is then the diagonal matrix of their Ritz values. Nothing here selects the lowest ones.

## A rotation in the plane

```lean
/-- The plane rotation with cosine `3/5` and sine `4/5`, acting on the two coordinate unit vectors
of the plane, meets the hypotheses of `orthonormal_directions` with `L = -4/5` and `Q = 1`. -/
theorem orthonormal_directions_witness :
    let X : Matrix (Fin 2) (Fin 1) ℂ := !![1; 0]
    let R : Matrix (Fin 2) (Fin 1) ℂ := !![0; 1]
    let Z : Matrix (Fin 1 ⊕ Fin 1) (Fin 1 ⊕ Fin 1) ℂ :=
      fromBlocks !![3 / 5] !![-4 / 5] !![4 / 5] !![3 / 5]
    let L : Matrix (Fin 1) (Fin 1) ℂ := !![-4 / 5]
    let Q : Matrix (Fin 1) (Fin 1) ℂ := 1
    (fromCols X R)ᴴ * fromCols X R = 1 ∧ Z ∈ unitaryGroup (Fin 1 ⊕ Fin 1) ℂ ∧
      Z.toBlocks₁₂ = L * Q ∧ Q * Qᴴ = 1 := by
  intro X R Z L Q
  refine ⟨?_, ?_, ?_, ?_⟩
  · ext (i | i) (j | j) <;> fin_cases i <;> fin_cases j <;>
      simp [X, R, Matrix.mul_apply, Fin.sum_univ_succ]
  · -- the entries are real, so conjugation leaves them unchanged
    have h3 : (starRingEnd ℂ) 3 = 3 := by apply Complex.ext <;> simp
    have h4 : (starRingEnd ℂ) 4 = 4 := by apply Complex.ext <;> simp
    have h5 : (starRingEnd ℂ) 5 = 5 := by apply Complex.ext <;> simp
    rw [mem_unitaryGroup_iff]
    ext (i | i) (j | j) <;> fin_cases i <;> fin_cases j <;>
      simp [Z, Matrix.mul_apply, h3, h4, h5] <;> norm_num
  · simp [Z, L, Q]
  · simp [Q]

end

end LOBPCGDirections
```

This example shows that all four hypotheses of `orthonormal_directions` can be met together. X and R are the two coordinate unit vectors of the plane, and Z is a rotation. By hand,

Y = (3/5, 4/5),  P = (−4/5, 3/5),

X = (3/5)Y − (4/5)P = (1, 0).

Lean checks the first two hypotheses entry by entry and the other two by simplification. The lines `h3`, `h4` and `h5` record that complex conjugation leaves these real numbers unchanged.

```lean
#print axioms LOBPCGDirections.orthonormal_directions
#print axioms LOBPCGDirections.projected_old_block
#print axioms LOBPCGDirections.same_search_space
#print axioms LOBPCGDirections.ritz_decoupling
```

```
'LOBPCGDirections.orthonormal_directions' depends on axioms: [propext, Classical.choice, Quot.sound]
'LOBPCGDirections.projected_old_block' depends on axioms: [propext, Classical.choice, Quot.sound]
'LOBPCGDirections.same_search_space' depends on axioms: [propext, Classical.choice, Quot.sound]
'LOBPCGDirections.ritz_decoupling' depends on axioms: [propext, Classical.choice, Quot.sound]
```
